# The sum of inverse squared detunings from an infinite, evenly spaced ladder of levels

For a real number x that is not an integer, the theorem `hasSum_inv_sq` states that the sum of 1/(x − n)² over all integers n converges to π²/sin²(πx). In physical terms, x can be read as an energy and the integers as an infinite ladder of evenly spaced levels, with the spacing as the unit of energy; the sum is then that of the inverse squared detunings. The proof applies Parseval's identity to the plane wave exp(2πixt) on the unit interval, where its mean square modulus is 1. The preceding theorem gives the squared moduli of its Fourier coefficients as sin²(πx)/π² · 1/(x − n)², so these add up to 1, and multiplying by π²/sin²(πx) should give the result.

The first attempt, which Lean rejects:

```lean
import Mathlib

open Real MeasureTheory

namespace BixonJortner

noncomputable section

/-- The plane wave `exp (2 π i x t)` with real wave number `x`. -/
def wave (x t : ℝ) : ℂ := Complex.exp (((2 * π * x * t : ℝ) : ℂ) * Complex.I)

/-- Squared moduli of the Fourier coefficients on the unit interval of a plane wave with non-integer
wave number. -/
theorem wave_coeff_sq (x : ℝ) (hx : ∀ n : ℤ, x ≠ n) (n : ℤ) :
    ‖fourierCoeffOn (zero_lt_one : (0 : ℝ) < 1) (wave x) n‖ ^ 2
      = sin (π * x) ^ 2 / π ^ 2 * (1 / (x - n) ^ 2) := by
  have hxn : x - n ≠ 0 := sub_ne_zero.2 (hx n)
  have hπ := Real.pi_ne_zero
  have hc : ((2 * π * (x - n) : ℝ) : ℂ) * Complex.I ≠ 0 :=
    mul_ne_zero (Complex.ofReal_ne_zero.2 (by positivity)) Complex.I_ne_zero
  have hint : ∀ t : ℝ, fourier (-n) (t : AddCircle ((1 : ℝ) - 0)) • wave x t
      = Complex.exp (((2 * π * (x - n) : ℝ) : ℂ) * Complex.I * t) := by
    intro t
    rw [fourier_coe_apply, smul_eq_mul, wave, ← Complex.exp_add]
    congr 1
    push_cast
    ring
  have hcos : cos (2 * π * (x - n)) = 1 - 2 * sin (π * x) ^ 2 := by
    have e : 2 * π * (x - n) = 2 * (π * x) - n * (2 * π) := by ring
    rw [e, Real.cos_sub_int_mul_two_pi, Real.cos_two_mul]
    linear_combination 2 * Real.sin_sq_add_cos_sq (π * x)
  have h1 : ‖Complex.exp (((2 * π * (x - n) : ℝ) : ℂ) * Complex.I) - 1‖ ^ 2
      = 4 * sin (π * x) ^ 2 := by
    rw [Complex.sq_norm, Complex.normSq_apply]
    simp only [Complex.sub_re, Complex.sub_im, Complex.exp_ofReal_mul_I_re,
      Complex.exp_ofReal_mul_I_im, Complex.one_re, Complex.one_im]
    linear_combination Real.sin_sq_add_cos_sq (2 * π * (x - n)) - 2 * hcos
  have h2 : ‖((2 * π * (x - n) : ℝ) : ℂ) * Complex.I‖ ^ 2 = 4 * (π ^ 2 * (x - n) ^ 2) := by
    rw [norm_mul, Complex.norm_I, mul_one, Complex.norm_real, Real.norm_eq_abs, sq_abs]
    ring
  rw [fourierCoeffOn_eq_integral]
  simp only [hint]
  rw [integral_exp_mul_complex hc]
  simp only [sub_zero, div_one, one_smul, Complex.ofReal_one, Complex.ofReal_zero, mul_one,
    mul_zero, Complex.exp_zero, norm_div, div_pow]
  rw [h1, h2]
  field_simp

/-- For non-integer `x` the inverse squared distances to all integers add up to
`π² / sin² (π x)`. -/
theorem hasSum_inv_sq (x : ℝ) (hx : ∀ n : ℤ, x ≠ n) :
    HasSum (fun n : ℤ => 1 / (x - n) ^ 2) (π ^ 2 / sin (π * x) ^ 2) := by
  have hs : sin (π * x) ≠ 0 := by
    intro h
    obtain ⟨n, hn⟩ := Real.sin_eq_zero_iff.1 h
    exact hx n (mul_left_cancel₀ Real.pi_ne_zero (by linarith))
  have hn : ∀ t, ‖wave x t‖ = 1 := fun t => Complex.norm_exp_ofReal_mul_I _
  have hcont : Continuous (wave x) := by unfold wave; fun_prop
  -- Parseval's identity for the plane wave
  have h := hasSum_sq_fourierCoeffOn (zero_lt_one : (0 : ℝ) < 1)
    (MemLp.of_bound hcont.aestronglyMeasurable 1 (Filter.Eventually.of_forall fun t => (hn t).le))
  have h1 : ((1 : ℝ) - 0)⁻¹ • ∫ t in (0 : ℝ)..1, ‖wave x t‖ ^ 2 = 1 := by simp [hn]
  rw [h1] at h
  simp only [wave_coeff_sq x hx] at h
  rw [← mul_one (π ^ 2 / sin (π * x) ^ 2)]
  refine (hasSum_congr fun n => ?_).2 (h.mul_left (π ^ 2 / sin (π * x) ^ 2))
  have hxn : x - n ≠ 0 := sub_ne_zero.2 (hx n)
  have hπ := Real.pi_ne_zero
  field_simp

end

end BixonJortner
```

Lean reports:

```
Main.lean:66:10: error(lean.unknownIdentifier): Unknown identifier `hasSum_congr`
Main.lean:67:2: error: No goals to be solved
```

Diagnosis. The first message says that Lean knows no `hasSum_congr` here. The attempt wanted it as an equivalence between two `HasSum` statements whose terms agree, to carry the rescaled Parseval sum over to the goal. The second message follows from the first: the failed `refine` left no goal for the termwise equality, so the next `have` had nothing to work on.

The repair uses `HasSum.congr_fun`, which takes the known sum `h.mul_left …` directly, together with a proof that the terms agree. That proof is left open as `?_`, and the remaining lines supply it.

The new `hs'` restates `hs`, that the sine is non-zero, with the product written as `x * π` instead of `π * x`. It cures neither message. It puts the fact in a second form at the disposal of the final `field_simp`, which has to cancel the sine; the messages don't show whether `field_simp` would have failed without it, since the attempt never got that far.

As a diff, the version that Lean accepts:

```diff
@@ -64,5 +64,6 @@
   simp only [wave_coeff_sq x hx] at h
   rw [← mul_one (π ^ 2 / sin (π * x) ^ 2)]
-  refine (hasSum_congr fun n => ?_).2 (h.mul_left (π ^ 2 / sin (π * x) ^ 2))
+  have hs' : sin (x * π) ≠ 0 := by rwa [mul_comm x π]
+  refine HasSum.congr_fun (h.mul_left (π ^ 2 / sin (π * x) ^ 2)) fun n => ?_
   have hxn : x - n ≠ 0 := sub_ne_zero.2 (hx n)
   have hπ := Real.pi_ne_zero
```
